# Kershaw's 4×4 matrix is positive definite but has no real zero-fill incomplete Cholesky factor

## Patterns and incomplete factors

Let \(A\) be a real square matrix with ordered indices. The pattern of \(A\) is the set of positions \((i,j)\) with \(i=j\) or \(A_{ij}\neq 0\). A matrix \(L\) with entries \(l_{ij}\) has zero fill if it is lower triangular and vanishes off the pattern. An incomplete \(LDL^T\) factorisation is a zero-fill \(L\) with \(l_{ii}=1\) and a diagonal matrix \(D\) of pivots \(d_i\) such that \(LDL^T\) equals \(A\) on the pattern. An incomplete Cholesky factor is a real zero-fill \(L\) such that \(LL^T\) equals \(A\) on the pattern. With indices \(0,\dots,3\), a real number \(a\) and the identity \(I\), set
\[
K(a)=\begin{pmatrix} a&-2&0&2\\ -2&a&-2&0\\ 0&-2&a&-2\\ 2&0&-2&a\end{pmatrix}.
\]
The matrix \(K(0)\) is the Hamiltonian of one particle hopping on a four-site ring with the sign of one bond reversed, and \(a\) is an energy shift: \(K(a)=K(0)-E\,I\) with \(E=-a\).

The claim is that \(K(a)\) is positive definite for \(a>0\), \(a^2>8\), while an incomplete Cholesky factor exists exactly for \(a>0\), \(a^2\ge 12\). Kershaw's matrix \(A=K(3)\) lies in the gap and \(A+I=K(4)\) lies above it. Incomplete Cholesky factors serve as preconditioners for conjugate gradients on sparse symmetric positive definite linear systems. A system \((H-E\,I)x=b\), with a sparse real symmetric Hamiltonian matrix \(H\), unknown vector \(x\) and given vector \(b\), is of this kind when the energy \(E\) lies below the lowest eigenvalue of \(H\). This one-parameter, four-site, non-interacting example shows in exact arithmetic that positive definiteness does not secure the existence of a real zero-fill incomplete Cholesky factor in a given ordering of the indices. The incomplete \(LDL^T\) factorisation of \(K(3)\) does exist, but one of its pivots is negative.

## Positive definiteness from a quadratic identity

Let \(A\) be symmetric with \((A-aI)^2=cI\), \(a>0\) and \(c<a^2\). Expanding gives \(A^2=2aA-(a^2-c)I\). Symmetry gives \(x^TA^2x=|Ax|^2\) for every vector \(x\), hence
\[
2a\,x^TAx=|Ax|^2+(a^2-c)|x|^2>0\qquad(x\neq0).
\]
For \(K(a)-aI=K(0)\), each row has two entries \(\pm2\) and squared length 8. Rows of opposite parity have disjoint supports, rows 0 and 2 have product \(4-4\), and rows 1 and 3 have product \(-4+4\). Since \(K(0)\) is symmetric, \(K(0)^2=8I\), so \(c=8\).

## The eight matching equations and the pivots

Zero fill sets \(l_{20}=l_{31}=0\). The entries \((LDL^T)_{ij}=\sum_k l_{ik}d_kl_{jk}\) on the lower part of the pattern give, each labelled by its position,
\[
\begin{aligned}
(00)&\ \ l_{00}^2d_0=a, & (10)&\ \ l_{10}l_{00}d_0=-2,\\
(11)&\ \ l_{10}^2d_0+l_{11}^2d_1=a, & (21)&\ \ l_{21}l_{11}d_1=-2,\\
(22)&\ \ l_{21}^2d_1+l_{22}^2d_2=a, & (32)&\ \ l_{32}l_{22}d_2=-2,\\
(33)&\ \ l_{30}^2d_0+l_{32}^2d_2+l_{33}^2d_3=a, & (30)&\ \ l_{30}l_{00}d_0=2.
\end{aligned}
\]
Put \(l_{ii}=1\) and assume \(a\neq0\), \(a^2\neq4\), \(a^2\neq8\), so that no divisor vanishes. Then \(d_0=a\), \(l_{10}=-2/a\), \(l_{30}=2/a\), and in turn
\[
d_1=a-\frac4a=\frac{a^2-4}{a},\qquad l_{21}=-\frac{2}{d_1},\qquad d_2=a-\frac4{d_1}=\frac{a(a^2-8)}{a^2-4},\qquad l_{32}=-\frac2{d_2},
\]
\[
d_3=a-\frac4a-\frac4{d_2}=\frac{a^2-4}{a}\Bigl(1-\frac{4}{a^2-8}\Bigr)=\frac{(a^2-4)(a^2-12)}{a(a^2-8)}.
\]
These values also solve all eight equations. The pivots are \(3,\tfrac53,\tfrac35,-5\) for \(a=3\) and \(4,3,\tfrac83,\tfrac32\) for \(a=4\).

## The threshold \(a^2=12\)

If \(a>0\) and \(a^2\ge12\), all four pivots are nonnegative. With \(\sqrt D\) the diagonal matrix of the \(\sqrt{d_i}\), the matrix \(L\sqrt D\) keeps the zeros of \(L\), and \((L\sqrt D)(L\sqrt D)^T=LDL^T\), so it is an incomplete Cholesky factor.

Conversely, let \(L\) be such a factor, so that the eight equations hold with every \(d_i=1\). Squaring (10) and (30) and using (00) gives \(l_{10}^2a=l_{30}^2a=4\). Hence \(a\neq0\), then \(a=l_{00}^2>0\) and \(l_{30}^2=l_{10}^2\). Squaring (21) and (32) gives \(l_{21}^2l_{11}^2=l_{32}^2l_{22}^2=4\), so \(l_{32}^2>0\). Subtracting (33) from (11) gives \(l_{11}^2=l_{32}^2+l_{33}^2\), and therefore
\[
l_{32}^2\,(l_{22}^2-l_{21}^2)=4-l_{21}^2(l_{11}^2-l_{33}^2)=l_{21}^2l_{33}^2\ge0 ,
\]
so \(l_{21}^2\le l_{22}^2\). Multiplying (11) by \(a\) gives \(a\,l_{11}^2=a^2-4\), and multiplying (22) by \(l_{11}^2\) gives \(a\,l_{11}^2=4+l_{11}^2l_{22}^2\). Thus \(l_{11}^2l_{22}^2=a^2-8\), and
\[
a^2-12=l_{11}^2\,(l_{22}^2-l_{21}^2)\ge0 .
\]
For \(a=3\) this would read \(-3\ge0\).

## The definitions in Lean

The index type `n` is finite and carries a `LinearOrder`, which gives "lower triangular" its meaning and fixes the elimination order. The statements about \(K(a)\) concern the order \(0,1,2,3\) and no other ordering of the unknowns. All entries are exact real numbers, so rounding plays no part.

```lean
import Mathlib

open Matrix

namespace KershawIncompleteCholesky

noncomputable section

variable {n : Type*} [Fintype n] [LinearOrder n]
```

The pattern contains the diagonal even where a diagonal entry is zero, so the pattern of \(K(a)\) is the same for every \(a\).

```lean
/-- The sparsity pattern of `A`: the diagonal together with the nonzero entries. -/
def InPattern (A : Matrix n n ℝ) (i j : n) : Prop := i = j ∨ A i j ≠ 0
```

`LowerPattern A L` forces \(l_{ij}=0\) above the diagonal and off the pattern. It does not force the remaining entries to be nonzero.

```lean
/-- `L` is lower triangular and vanishes outside the pattern of `A` (zero fill). -/
def LowerPattern (A L : Matrix n n ℝ) : Prop :=
  ∀ i j, i < j ∨ ¬ InPattern A i j → L i j = 0
```

`MatchesOn A M` leaves `M` free off the pattern. The error to avoid here is to demand \(LL^T=A\) at every position. At \((3,1)\) that demand reads \(l_{30}l_{10}=0\), which contradicts (10) and (30) whatever \(a\) is. Non-existence would then hold for \(a=4\) as well and would say nothing about the sign of a pivot.

```lean
/-- `M` agrees with `A` on the pattern of `A`. -/
def MatchesOn (A M : Matrix n n ℝ) : Prop := ∀ i j, InPattern A i j → M i j = A i j
```

The pivots are a vector `d`, and `diagonal d` is \(D\). No sign is imposed on them.

```lean
/-- Zero-fill incomplete `L D Lᵀ` factorisation with unit diagonal in `L` and pivots `d`. -/
def IsIncompleteLDL (A L : Matrix n n ℝ) (d : n → ℝ) : Prop :=
  LowerPattern A L ∧ (∀ i, L i i = 1) ∧ MatchesOn A (L * diagonal d * Lᵀ)
```

The Cholesky definition asks neither for a positive diagonal nor for an invertible \(L\). This strengthens the non-existence statement and weakens the existence statement: at \(a^2=12\) the last pivot vanishes and \(L\sqrt D\) is singular, hence useless as a preconditioner, a remark that the theorems below do not state.

```lean
/-- Zero-fill incomplete Cholesky factor: `L Lᵀ` agrees with `A` on the pattern of `A`. -/
def IsIncompleteCholesky (A L : Matrix n n ℝ) : Prop :=
  LowerPattern A L ∧ MatchesOn A (L * Lᵀ)

/-- Kershaw's matrix with diagonal entry `a`; the original example has `a = 3`. -/
def kershaw (a : ℝ) : Matrix (Fin 4) (Fin 4) ℝ :=
  !![a, -2, 0, 2; -2, a, -2, 0; 0, -2, a, -2; 2, 0, -2, a]
```

`pivots a` collects the four closed forms. Lean assigns the value zero to a division by zero, which would matter at \(a=0\) and \(a^2=4,8\), and the theorem on the pivots excludes these values.

```lean
/-- The four pivots as rational functions of the diagonal entry `a`. -/
def pivots (a : ℝ) : Fin 4 → ℝ :=
  ![a, (a ^ 2 - 4) / a, a * (a ^ 2 - 8) / (a ^ 2 - 4),
    (a ^ 2 - 4) * (a ^ 2 - 12) / (a * (a ^ 2 - 8))]
```

## Positive definiteness in Lean

The first theorem holds in any finite dimension. For a real matrix `PosDef` means symmetric with \(x^TAx>0\) for \(x\neq0\). The step `hAA` is the expansion of the square, `key` is \(x^TA^2x=|Ax|^2\), and `hpos` is \(|x|^2>0\). After `by_contra` assumes \(x^TAx\le0\), `nlinarith` reaches a contradiction from \((a^2-c)|x|^2>0\), \(|Ax|^2\ge0\) and \(-a\,x^TAx\ge0\).

```lean
/-- A real symmetric matrix with `(A - a)² = c`, `a > 0` and `c < a²` is positive definite. -/
theorem posDef_of_shift_sq (A : Matrix n n ℝ) (hA : A.IsSymm) (a c : ℝ) (ha : 0 < a)
    (hc : c < a ^ 2) (h : (A - a • 1) ^ 2 = c • 1) : A.PosDef := by
  have hT : Aᵀ = A := hA
  have hH : A.IsHermitian := by
    show Aᴴ = A
    rw [conjTranspose_eq_transpose_of_trivial, hT]
  have hAA : A * A = (2 * a) • A - (a ^ 2 - c) • (1 : Matrix n n ℝ) := by
    rw [sq] at h
    simp only [sub_mul, mul_sub, smul_mul_assoc, mul_smul_comm, one_mul, mul_one] at h
    linear_combination (norm := module) h
  rw [posDef_iff_dotProduct_mulVec]
  refine ⟨hH, fun x hx => ?_⟩
  have hs : star x = x := by ext i; simp
  rw [hs]
  -- 2a xᵀAx - (a² - c)|x|² = |Ax|²
  have key : x ⬝ᵥ (A * A) *ᵥ x = (A *ᵥ x) ⬝ᵥ (A *ᵥ x) := by
    rw [← mulVec_mulVec, dotProduct_mulVec, ← mulVec_transpose, hT]
  rw [hAA] at key
  simp only [sub_mulVec, smul_mulVec, one_mulVec, dotProduct_sub, dotProduct_smul,
    smul_eq_mul] at key
  have hnn : ∀ y : n → ℝ, 0 ≤ y ⬝ᵥ y := fun y =>
    Finset.sum_nonneg fun i _ => mul_self_nonneg _
  have hpos : 0 < x ⬝ᵥ x :=
    lt_of_le_of_ne (hnn x) fun h0 => hx (dotProduct_self_eq_zero.1 h0.symm)
  by_contra hq
  nlinarith [mul_pos (sub_pos.2 hc) hpos, hnn (A *ᵥ x),
    mul_nonneg ha.le (neg_nonneg.2 (not_lt.1 hq))]
```

`hB` identifies \(K(a)-aI\) with \(K(0)\), and the sixteen entries of the square are computed one by one.

```lean
/-- Kershaw's matrix with its diagonal removed squares to `8 I`. -/
theorem kershaw_shift_sq (a : ℝ) : (kershaw a - a • 1) ^ 2 = (8 : ℝ) • 1 := by
  have hB : kershaw a - a • 1 = kershaw 0 := by
    ext i j; fin_cases i <;> fin_cases j <;> simp [kershaw, one_apply]
  rw [hB, sq]
  ext i j
  fin_cases i <;> fin_cases j <;>
    simp [kershaw, Matrix.mul_apply, Fin.sum_univ_four, one_apply] <;> norm_num
```

Only the symmetry of \(K(a)\) remains to be checked. The theorem gives sufficiency of \(a>0\), \(a^2>8\) and does not state the converse.

```lean
/-- Kershaw's matrix is positive definite for `a > 0` and `a² > 8`. -/
theorem kershaw_posDef (a : ℝ) (ha : 0 < a) (h8 : 8 < a ^ 2) : (kershaw a).PosDef := by
  refine posDef_of_shift_sq _ ?_ a 8 ha h8 (kershaw_shift_sq a)
  show (kershaw a)ᵀ = kershaw a
  ext i j; fin_cases i <;> fin_cases j <;> simp [kershaw]
```

## Equations and pivots in Lean

`kershaw_equations` leaves the diagonal of \(L\) free, so that it serves both factorisations. `entry` is the sum over \(k\), the six facts from `z01` to `z23` are triangularity, `z20` and `z31` are zero fill, and `e00` through `e32` are the matched entries, named by position as above.

```lean
/-- The eight scalar equations that follow when `L D Lᵀ`, with `L` of zero fill, matches
Kershaw's matrix on its pattern. -/
theorem kershaw_equations (a : ℝ) (L : Matrix (Fin 4) (Fin 4) ℝ) (d : Fin 4 → ℝ)
    (hL : LowerPattern (kershaw a) L) (hM : MatchesOn (kershaw a) (L * diagonal d * Lᵀ)) :
    L 0 0 ^ 2 * d 0 = a ∧ L 1 0 * L 0 0 * d 0 = -2 ∧ L 3 0 * L 0 0 * d 0 = 2 ∧
    L 1 0 ^ 2 * d 0 + L 1 1 ^ 2 * d 1 = a ∧ L 2 1 * L 1 1 * d 1 = -2 ∧
    L 2 1 ^ 2 * d 1 + L 2 2 ^ 2 * d 2 = a ∧ L 3 2 * L 2 2 * d 2 = -2 ∧
    L 3 0 ^ 2 * d 0 + L 3 2 ^ 2 * d 2 + L 3 3 ^ 2 * d 3 = a := by
  have entry : ∀ i j, (L * diagonal d * Lᵀ) i j = L i 0 * d 0 * L j 0 + L i 1 * d 1 * L j 1
      + L i 2 * d 2 * L j 2 + L i 3 * d 3 * L j 3 := by
    intro i j
    rw [Matrix.mul_apply]
    simp only [mul_diagonal, transpose_apply, Fin.sum_univ_four]
  have e := fun i j h => (entry i j).symm.trans (hM i j h)
  have z01 := hL 0 1 (Or.inl (by decide))
  have z02 := hL 0 2 (Or.inl (by decide))
  have z03 := hL 0 3 (Or.inl (by decide))
  have z12 := hL 1 2 (Or.inl (by decide))
  have z13 := hL 1 3 (Or.inl (by decide))
  have z23 := hL 2 3 (Or.inl (by decide))
  -- the two positions where fill is dropped
  have z20 := hL 2 0 (Or.inr (by simp [InPattern, kershaw]))
  have z31 := hL 3 1 (Or.inr (by simp [InPattern, kershaw]))
  have e00 : _ = a := e 0 0 (Or.inl rfl)
  have e11 : _ = a := e 1 1 (Or.inl rfl)
  have e22 : _ = a := e 2 2 (Or.inl rfl)
  have e33 : _ = a := e 3 3 (Or.inl rfl)
  have e10 : _ = (-2 : ℝ) := e 1 0 (by simp [InPattern, kershaw])
  have e30 : _ = (2 : ℝ) := e 3 0 (by simp [InPattern, kershaw])
  have e21 : _ = (-2 : ℝ) := e 2 1 (by simp [InPattern, kershaw])
  have e32 : _ = (-2 : ℝ) := e 3 2 (by simp [InPattern, kershaw])
  simp only [z01, z02, z03, z12, z13, z23, z20, z31] at e00 e11 e22 e33 e10 e30 e21 e32
  exact ⟨by linear_combination e00, by linear_combination e10, by linear_combination e30,
    by linear_combination e11, by linear_combination e21, by linear_combination e22,
    by linear_combination e32, by linear_combination e33⟩
```

`kershaw_ldl_iff` says that, under the three exclusions, a unit factor with pivots `d` exists if and only if `d = pivots a`. The forward direction works with cleared denominators. `h1` is \(d_1a=a^2-4\), where the multiplier `(L 1 0 * a - 2)` squares the equation \(l_{10}a=-2\). `h2` and `h2'` give \(d_2\), `hs` gives \(l_{32}\), and `h3` gives \(d_3\); `eq_div_iff` divides at the end. The reverse direction supplies the \(L\) found above and checks its entries with `field_simp` and `ring`. The statement fixes the pivots and does not mention uniqueness of \(L\).

```lean
/-- For `a ≠ 0` and `a² ≠ 4, 8` the zero-fill incomplete `L D Lᵀ` factorisation of Kershaw's
matrix exists with pivots `d` exactly when `d = pivots a`. -/
theorem kershaw_ldl_iff (a : ℝ) (ha : a ≠ 0) (h4 : a ^ 2 ≠ 4) (h8 : a ^ 2 ≠ 8)
    (d : Fin 4 → ℝ) : (∃ L, IsIncompleteLDL (kershaw a) L d) ↔ d = pivots a := by
  have h4' : a ^ 2 - 4 ≠ 0 := sub_ne_zero.2 h4
  have h8' : a ^ 2 - 8 ≠ 0 := sub_ne_zero.2 h8
  constructor
  · rintro ⟨L, hL, hu, hM⟩
    obtain ⟨e00, e10, e30, e11, e21, e22, e32, e33⟩ := kershaw_equations a L d hL hM
    simp only [hu] at e00 e10 e30 e11 e21 e22 e32 e33
    have h0 : d 0 = a := by linear_combination e00
    rw [h0] at e10 e30 e11 e33
    have h1 : d 1 * a = a ^ 2 - 4 := by linear_combination a * e11 - (L 1 0 * a - 2) * e10
    have h2 : d 2 * d 1 = a * d 1 - 4 := by
      linear_combination d 1 * e22 - (L 2 1 * d 1 - 2) * e21
    have h2' : d 2 * (a ^ 2 - 4) = a * (a ^ 2 - 8) := by
      linear_combination a * h2 - (d 2 - a) * h1
    have hs : L 3 2 * (a * (a ^ 2 - 8)) = -2 * (a ^ 2 - 4) := by
      linear_combination (a ^ 2 - 4) * e32 - L 3 2 * h2'
    have h3 : d 3 * (a * (a ^ 2 - 8)) = (a ^ 2 - 4) * (a ^ 2 - 12) := by
      linear_combination a * (a ^ 2 - 8) * e33 - (a ^ 2 - 8) * (L 3 0 * a + 2) * e30
        - L 3 2 * (a * (a ^ 2 - 8)) * e32 + 2 * hs
    have g1 := (eq_div_iff ha).2 h1
    have g2 := (eq_div_iff h4').2 h2'
    have g3 := (eq_div_iff (mul_ne_zero ha h8')).2 h3
    ext i
    fin_cases i
    exacts [h0, g1, g2, g3]
  · rintro rfl
    refine ⟨!![1, 0, 0, 0; -2 / a, 1, 0, 0; 0, -2 * a / (a ^ 2 - 4), 1, 0;
      2 / a, 0, -2 * (a ^ 2 - 4) / (a * (a ^ 2 - 8)), 1], ?_, ?_, ?_⟩
    · intro i j
      fin_cases i <;> fin_cases j <;> simp [InPattern, kershaw]
    · intro i
      fin_cases i <;> simp
    · intro i j
      rw [Matrix.mul_apply]
      simp only [mul_diagonal, transpose_apply, Fin.sum_univ_four]
      fin_cases i <;> fin_cases j <;> simp [InPattern, kershaw, pivots] <;>
        (try field_simp) <;> (try ring)
```

## The Cholesky criterion in Lean

`cholesky_of_ldl` holds in any finite dimension. `hs` is \(\sqrt D\sqrt D=D\), which uses `hd`, and `hp` is the regrouping of the product.

```lean
/-- An incomplete `L D Lᵀ` factorisation with nonnegative pivots gives the real incomplete
Cholesky factor `L √D`. -/
theorem cholesky_of_ldl (A L : Matrix n n ℝ) (d : n → ℝ) (h : IsIncompleteLDL A L d)
    (hd : ∀ i, 0 ≤ d i) : IsIncompleteCholesky A (L * diagonal fun i => √(d i)) := by
  have hs : diagonal (fun i => √(d i)) * diagonal (fun i => √(d i)) = diagonal d := by
    rw [diagonal_mul_diagonal]
    congr 1
    funext i
    exact Real.mul_self_sqrt (hd i)
  have hp : (L * diagonal fun i => √(d i)) * (L * diagonal fun i => √(d i))ᵀ
      = L * diagonal d * Lᵀ := by
    rw [transpose_mul, diagonal_transpose, ← hs]
    simp only [Matrix.mul_assoc]
  refine ⟨fun i j hij => ?_, by rw [hp]; exact h.2.2⟩
  rw [mul_diagonal, h.1 i j hij, zero_mul]
```

`kershaw_cholesky_iff` carries no hypothesis on \(a\). The forward direction does not rescale \(L\) to unit diagonal and uses the eight equations with \(d_i=1\) directly. `hP`, `hR`, `hQV` and `hSW` are the four squared equations, `hV` is (11) minus (33), `hdiff` and `hQW` give \(l_{21}^2\le l_{22}^2\), and `hfin` is the identity for \(a^2-12\). In the reverse direction `g1`, `g2`, `g3` are the signs of \(d_1,d_2,d_3\).

```lean
/-- Kershaw's matrix has a real zero-fill incomplete Cholesky factor exactly when `a > 0`
and `a² ≥ 12`. -/
theorem kershaw_cholesky_iff (a : ℝ) :
    (∃ L, IsIncompleteCholesky (kershaw a) L) ↔ 0 < a ∧ 12 ≤ a ^ 2 := by
  constructor
  · rintro ⟨L, hL, hM⟩
    obtain ⟨e00, e10, e30, e11, e21, e22, e32, e33⟩ :=
      kershaw_equations a L (fun _ => 1) hL (by rw [diagonal_one, Matrix.mul_one]; exact hM)
    simp only [mul_one] at e00 e10 e30 e11 e21 e22 e32 e33
    have hP : L 1 0 ^ 2 * a = 4 := by
      linear_combination (L 1 0 * L 0 0 - 2) * e10 - L 1 0 ^ 2 * e00
    have hR : L 3 0 ^ 2 * a = 4 := by
      linear_combination (L 3 0 * L 0 0 + 2) * e30 - L 3 0 ^ 2 * e00
    have hQV : L 2 1 ^ 2 * L 1 1 ^ 2 = 4 := by linear_combination (L 2 1 * L 1 1 - 2) * e21
    have hSW : L 3 2 ^ 2 * L 2 2 ^ 2 = 4 := by linear_combination (L 3 2 * L 2 2 - 2) * e32
    have hne : a ≠ 0 := by rintro h; rw [h] at hP; norm_num at hP
    have ha : 0 < a := lt_of_le_of_ne (by rw [← e00]; positivity) hne.symm
    have hS : 0 < L 3 2 ^ 2 := by
      refine lt_of_le_of_ne (sq_nonneg _) fun h => ?_
      rw [← h] at hSW; norm_num at hSW
    have hRP : L 3 0 ^ 2 = L 1 0 ^ 2 := mul_right_cancel₀ hne (hR.trans hP.symm)
    -- the last row forces L₃₂² ≤ L₁₁², hence L₂₁² ≤ L₂₂²
    have hV : L 1 1 ^ 2 = L 3 2 ^ 2 + L 3 3 ^ 2 := by linear_combination e11 - e33 + hRP
    have hdiff : L 3 2 ^ 2 * L 2 2 ^ 2 - L 3 2 ^ 2 * L 2 1 ^ 2 = L 2 1 ^ 2 * L 3 3 ^ 2 := by
      linear_combination hSW - hQV + L 2 1 ^ 2 * hV
    have hQW : L 2 1 ^ 2 ≤ L 2 2 ^ 2 := le_of_mul_le_mul_left
      (by linarith [mul_nonneg (sq_nonneg (L 2 1)) (sq_nonneg (L 3 3))]) hS
    have hfin : a ^ 2 - 12 = L 1 1 ^ 2 * (L 2 2 ^ 2 - L 2 1 ^ 2) := by
      linear_combination -a * e11 + hP - L 1 1 ^ 2 * e22 + 2 * hQV
    exact ⟨ha, by linarith [mul_nonneg (sq_nonneg (L 1 1)) (sub_nonneg.2 hQW)]⟩
  · rintro ⟨ha, h12⟩
    have h4 : 0 < a ^ 2 - 4 := by linarith
    have h8 : 0 < a ^ 2 - 8 := by linarith
    obtain ⟨L, hL⟩ := (kershaw_ldl_iff a ha.ne' (by linarith : 4 < a ^ 2).ne'
      (by linarith : 8 < a ^ 2).ne' _).2 rfl
    refine ⟨_, cholesky_of_ldl _ L _ hL fun i => ?_⟩
    have g1 := div_nonneg h4.le ha.le
    have g2 := div_nonneg (mul_pos ha h8).le h4.le
    have g3 := div_nonneg (mul_nonneg h4.le (sub_nonneg.2 h12)) (mul_pos ha h8).le
    fin_cases i
    exacts [ha.le, g1, g2, g3]
```

## The cases \(a=3\) and \(a=4\)

The main theorem has three parts: \(K(3)\) is positive definite; an incomplete \(LDL^T\) factorisation with pivots \(d\) exists exactly when \(d=(3,\tfrac53,\tfrac35,-5)\); and no real incomplete Cholesky factor exists. Each part is the general result at \(a=3\), with \(9>8\), \(9\neq4,8\) and \(9<12\), and `hp` evaluates the pivots.

```lean
/-- Kershaw's counter-example: the matrix with `a = 3` is positive definite, its zero-fill
pivots are `3, 5/3, 3/5, -5`, and it has no real incomplete Cholesky factor. -/
theorem kershaw_counterexample :
    (kershaw 3).PosDef ∧
    (∀ d, (∃ L, IsIncompleteLDL (kershaw 3) L d) ↔ d = ![3, 5 / 3, 3 / 5, -5]) ∧
    ¬ ∃ L, IsIncompleteCholesky (kershaw 3) L := by
  have hp : pivots 3 = ![3, 5 / 3, 3 / 5, -5] := by
    ext i; fin_cases i <;> simp [pivots] <;> norm_num
  refine ⟨kershaw_posDef 3 (by norm_num) (by norm_num), fun d => ?_, ?_⟩
  · rw [kershaw_ldl_iff 3 (by norm_num) (by norm_num) (by norm_num), hp]
  · rw [kershaw_cholesky_iff]; norm_num
```

In `kershaw 3 + 1` the `1` is the identity matrix, and `hK` rewrites the sum as `kershaw 4`. Since \(16\ge12\), a factor exists. The factor matches \(A+I\), not \(A\), on the pattern. The theorem concerns this matrix and this shift; it says nothing about the shift that another matrix needs or about the convergence of a preconditioned iteration.

```lean
/-- After the diagonal shift `A + I` the zero-fill pivots are `4, 3, 8/3, 3/2` and a real
incomplete Cholesky factor exists. -/
theorem kershaw_shifted :
    (∀ d, (∃ L, IsIncompleteLDL (kershaw 3 + 1) L d) ↔ d = ![4, 3, 8 / 3, 3 / 2]) ∧
    ∃ L, IsIncompleteCholesky (kershaw 3 + 1) L := by
  have hK : kershaw 3 + 1 = kershaw 4 := by
    ext i j; fin_cases i <;> fin_cases j <;> simp [kershaw, one_apply] <;> norm_num
  have hp : pivots 4 = ![4, 3, 8 / 3, 3 / 2] := by
    ext i; fin_cases i <;> simp [pivots] <;> norm_num
  rw [hK]
  refine ⟨fun d => ?_, (kershaw_cholesky_iff 4).2 (by norm_num)⟩
  rw [kershaw_ldl_iff 4 (by norm_num) (by norm_num) (by norm_num), hp]

end

end KershawIncompleteCholesky
```

```lean
#print axioms KershawIncompleteCholesky.kershaw_counterexample
#print axioms KershawIncompleteCholesky.kershaw_shifted
```

```
'KershawIncompleteCholesky.kershaw_counterexample' depends on axioms: [propext, Classical.choice, Quot.sound]
'KershawIncompleteCholesky.kershaw_shifted' depends on axioms: [propext, Classical.choice, Quot.sound]
```
